# The Bloch orbitals of a dimerised ring are eigenstates of its hopping Hamiltonian

A single particle hops on a ring of N two-site cells, with amplitude `-t1` within a cell and `-t2` between neighbouring cells, where t1 > t2 > 0. The theorem `hamiltonian_orbital` states that the Bloch orbital of each wave number k satisfies the eigenvalue equation at every site, with energy −|t1 + t2 exp(2πik/N)| in the lower band and the opposite energy in the upper. It does not state that these orbitals are orthogonal or complete. The proof first relates the relative phase of a cell's two sites to the structure factor t1 + t2 exp(2πik/N) and its modulus, then checks the equation on each kind of site with `linear_combination`.

As first written in Lean, the proof fails:

```lean
import Mathlib

open ComplexConjugate

namespace DimerisedRing

noncomputable section

variable {N : ℕ} [NeZero N]

/-- The Bloch phase factor `exp (2 π i k / N)` of the ring. -/
def phase (k : ZMod N) : ℂ := ZMod.stdAddChar k

/-- The structure factor `t1 + t2 exp (2 π i k / N)` of the dimerised ring. -/
def bloch (t1 t2 : ℝ) (k : ZMod N) : ℂ := t1 + t2 * phase k

/-- The phase of the second site relative to the first in the lower band. -/
def relPhase (t1 t2 : ℝ) (k : ZMod N) : ℂ := bloch t1 t2 k / (‖bloch t1 t2 k‖ : ℝ)

/-- The Hamiltonian with hopping `-t1` within a cell and `-t2` between cells;
`false` and `true` label the first and second site of a cell. -/
def hamiltonian (t1 t2 : ℝ) (c : ZMod N × Bool → ℂ) : ZMod N × Bool → ℂ
  | (m, false) => -t1 * c (m, true) - t2 * c (m - 1, true)
  | (m, true) => -t1 * c (m, false) - t2 * c (m + 1, false)

/-- The Bloch orbital of wave number `k`; `s = 1` is the lower band, `s = -1` the upper. -/
def orbital (t1 t2 s : ℝ) (k : ZMod N) : ZMod N × Bool → ℂ
  | (m, false) => phase (k * m) / (√(2 * (N : ℝ)) : ℝ)
  | (m, true) => s * relPhase t1 t2 k * phase (k * m) / (√(2 * (N : ℝ)) : ℝ)

/-- Conjugating a Bloch phase reverses the wave number, and the phase has unit modulus. -/
theorem phase_conj (k : ZMod N) :
    conj (phase k) = phase (-k) ∧ phase k * conj (phase k) = 1 := by
  have h : conj (phase k) = phase (-k) := by
    unfold phase
    rw [ZMod.stdAddChar_apply, ZMod.stdAddChar_apply, AddChar.map_neg_eq_inv,
      Circle.coe_inv_eq_conj]
  refine ⟨h, ?_⟩
  rw [h]
  unfold phase
  rw [← AddChar.map_add_eq_mul, add_neg_cancel, AddChar.map_zero_eq_one]

/-- The real part of a Bloch phase lies between -1 and 1. -/
theorem phase_re_abs (k : ZMod N) : |(phase k).re| ≤ 1 := by
  have h := Complex.abs_re_le_norm (phase k)
  have h1 : ‖phase k‖ = 1 := by
    rw [phase, ZMod.stdAddChar_apply]
    exact Circle.norm_coe _
  rwa [h1] at h

/-- For `t1 > t2 > 0` the structure factor vanishes at no wave number. -/
theorem bloch_ne_zero {t1 t2 : ℝ} (h2 : 0 < t2) (h12 : t2 < t1) (k : ZMod N) :
    bloch t1 t2 k ≠ 0 := by
  intro h
  have hr : (bloch t1 t2 k).re = t1 + t2 * (phase k).re := by simp [bloch]
  rw [h, Complex.zero_re] at hr
  have hx := (abs_le.mp (phase_re_abs k)).1
  nlinarith [mul_nonneg h2.le (by linarith : 0 ≤ 1 + (phase k).re)]

/-- For `t1 > t2 > 0`, each Bloch orbital satisfies the eigenvalue equation of the Hamiltonian, with
energy `-|t1 + t2 exp (2 π i k / N)|` in the lower band (`s = 1`) and the opposite energy in the
upper band (`s = -1`). -/
theorem hamiltonian_orbital {t1 t2 s : ℝ} (h2 : 0 < t2) (h12 : t2 < t1) (hs : s ^ 2 = 1)
    (k : ZMod N) (r : ZMod N × Bool) :
    hamiltonian t1 t2 (orbital t1 t2 s k) r
      = -(s * (‖bloch t1 t2 k‖ : ℝ)) * orbital t1 t2 s k r := by
  have hn : ((‖bloch t1 t2 k‖ : ℝ) : ℂ) ≠ 0 :=
    Complex.ofReal_ne_zero.mpr (norm_ne_zero_iff.mpr (bloch_ne_zero h2 h12 k))
  have hs' : (s : ℂ) ^ 2 = 1 := by exact_mod_cast hs
  have hv : ((‖bloch t1 t2 k‖ : ℝ) : ℂ) * relPhase t1 t2 k = t1 + t2 * phase k :=
    mul_div_cancel₀ _ hn |> fun _ => by
      rw [relPhase, mul_div_assoc', mul_comm, mul_div_assoc, div_self hn, mul_one, bloch]
  have hc : conj (bloch t1 t2 k) = t1 + t2 * phase (-k) := by
    simp only [bloch, map_add, map_mul, Complex.conj_ofReal, (phase_conj k).1]
  have hu : relPhase t1 t2 k * (t1 + t2 * phase (-k)) = (‖bloch t1 t2 k‖ : ℝ) := by
    rw [← hc, relPhase, div_mul_eq_mul_div, Complex.mul_conj, Complex.normSq_eq_norm_sq,
      Complex.ofReal_pow, pow_two, mul_div_assoc, div_self hn, mul_one]
  rcases r with ⟨m, _ | _⟩
  · have hp : phase (k * (m - 1)) = phase (k * m) * phase (-k) := by
      rw [show k * (m - 1) = k * m + -k by ring]
      exact AddChar.map_add_eq_mul ZMod.stdAddChar (k * m) (-k)
    simp only [hamiltonian, orbital, hp]
    linear_combination (-(s * phase (k * m) / ((√(2 * (N : ℝ)) : ℝ) : ℂ))) * hu
  · have hp : phase (k * (m + 1)) = phase (k * m) * phase k := by
      rw [show k * (m + 1) = k * m + k by ring]
      exact AddChar.map_add_eq_mul ZMod.stdAddChar (k * m) k
    simp only [hamiltonian, orbital, hp]
    linear_combination (phase (k * m) / ((√(2 * (N : ℝ)) : ℝ) : ℂ)) * hv
      + ((‖bloch t1 t2 k‖ : ℝ) * relPhase t1 t2 k * phase (k * m)
        / ((√(2 * (N : ℝ)) : ℝ) : ℂ)) * hs'

end

end DimerisedRing
```

The error:

```
Main.lean:71:20: error: don't know how to synthesize placeholder for argument `a`
context:
N : ℕ
inst✝ : NeZero N
t1 t2 s : ℝ
h2 : 0 < t2
h12 : t2 < t1
hs : s ^ 2 = 1
k : ZMod N
r : ZMod N × Bool
hn : ↑‖bloch t1 t2 k‖ ≠ 0
hs' : ↑s ^ 2 = 1
⊢ ℂ
Main.lean:71:32: error(lean.inferBinderTypeFailed): Failed to infer binder type
Main.lean:66:62: error: unsolved goals
N : ℕ
inst✝ : NeZero N
t1 t2 s : ℝ
h2 : 0 < t2
h12 : t2 < t1
hs : s ^ 2 = 1
k : ZMod N
r : ZMod N × Bool
hn : ↑‖bloch t1 t2 k‖ ≠ 0
hs' : ↑s ^ 2 = 1
⊢ hamiltonian t1 t2 (orbital t1 t2 s k) r = -(↑s * ↑‖bloch t1 t2 k‖) * orbital t1 t2 s k r
```

After these edits no error is left:

```diff
@@ -69,6 +69,9 @@
   have hs' : (s : ℂ) ^ 2 = 1 := by exact_mod_cast hs
   have hv : ((‖bloch t1 t2 k‖ : ℝ) : ℂ) * relPhase t1 t2 k = t1 + t2 * phase k :=
-    mul_div_cancel₀ _ hn |> fun _ => by
-      rw [relPhase, mul_div_assoc', mul_comm, mul_div_assoc, div_self hn, mul_one, bloch]
+    by
+      have h : ((‖bloch t1 t2 k‖ : ℝ) : ℂ) * (bloch t1 t2 k / (‖bloch t1 t2 k‖ : ℝ))
+          = bloch t1 t2 k := by
+        field_simp
+      rw [relPhase, h, bloch]
   have hc : conj (bloch t1 t2 k) = t1 + t2 * phase (-k) := by
     simp only [bloch, map_add, map_mul, Complex.conj_ofReal, (phase_conj k).1]
```

What went wrong. The first two errors lie in the proof of `hv`, which says that the modulus of the structure factor times the relative phase is the structure factor itself. There the term `mul_div_cancel₀ _ hn` is piped into `fun _ => ...`, a function that ignores its argument. The hypothesis `hn` settles one number in that term, but nothing settles the complex number left as `_`, so Lean cannot fill the placeholder. The type of the function's argument depends on that number, so it cannot be inferred either. The third message shows the theorem's main goal still open, with `hv` absent from the context: it follows from the failure at `hv` and names no separate fault.

The repair drops the unused term and the function, and with them the placeholder and the binder. It also proves the cancellation as a separate step `h`, by `field_simp`, and then rewrites with `relPhase`, `h` and `bloch`. The messages report no fault in the old chain of rewrites, so replacing it is not something they call for.
